# Factorisation and zeros of the three-leg photon amplitude with conserved charges and currents

## Charges, current factors and denominators

Label the legs of a process by i. Each leg carries a charge Qᵢ, a current factor Jᵢ and a nonzero denominator xᵢ, all in one field K. The model amplitude studied here for emitting one photon is

A = ∑ᵢ Qᵢ Jᵢ / xᵢ.

For a photon of momentum k and real polarisation ε, a spinless leg of momentum pᵢ has

Jᵢ = pᵢ·ε and xᵢ = pᵢ·k,

with the Minkowski product of signature (+,−,−,−). Incoming legs count with their physical momentum and charge, and outgoing legs with both reversed. Conservation then reads ∑ pᵢ = k and ∑ Qᵢ = 0. Three legs are numbered 0, 1, 2.

## Emission from scalar legs

When spinless particles meet at a constant vertex, the tree amplitude for one emitted photon has this form up to a constant factor. The denominators come from the propagators next to the emission, and the numerators from the scalar current. The photon need not be soft.

The sum rules follow from the kinematics. A real photon is lightlike and transverse, so

∑ xᵢ = (∑ pᵢ)·k = k·k = 0,

∑ Jᵢ = (∑ pᵢ)·ε = k·ε = 0.

Charge conservation also gives gauge invariance. Replacing ε by ε + t k adds t to every ratio Jᵢ/xᵢ, which changes A by t ∑ Qᵢ = 0.

## The three-leg result

If Q, J and x each sum to zero over three legs, and no xᵢ vanishes, then

A = (Q₀/x₀ − Q₂/x₂) x₀ (J₀/x₀ − J₁/x₁).

Moreover, A = 0 exactly when all three charge ratios Qᵢ/xᵢ agree or all three current ratios Jᵢ/xᵢ agree.

The first case is the radiation zero, which holds for every transverse polarisation. The second condition involves the polarisation: it holds, for example, when ε is orthogonal to all the momenta. In this spinless three-leg tree model, the first condition marks phase-space points at which a numerical matrix element must vanish.

## Derivation by shifting the ratios

For any constants a and b, expand one term:

xᵢ (Qᵢ/xᵢ − a)(Jᵢ/xᵢ − b) = Qᵢ Jᵢ/xᵢ − b Qᵢ − a Jᵢ + a b xᵢ.

Summed over the legs, the last three terms vanish by the sum rules. Hence, for any finite number of legs,

A = ∑ᵢ xᵢ (Qᵢ/xᵢ − a)(Jᵢ/xᵢ − b).

With three legs, choose a = Q₂/x₂ and b = J₁/x₁. The first choice removes leg 2 and the second removes leg 1. What remains is the term of leg 0, which is the factorised form.

Since x₀ ≠ 0, the product vanishes only if Q₀/x₀ = Q₂/x₂ or J₀/x₀ = J₁/x₁. In either case the remaining ratio follows. If two charge ratios equal r, say Q₀ = r x₀ and Q₂ = r x₂, then

Q₁ = −(Q₀ + Q₂) = −r (x₀ + x₂) = r x₁.

The currents obey the same argument. Conversely, if all ratios of one kind agree, one of the two differences is zero.

## More than three legs

One direction survives for any number of legs. If Qᵢ = c xᵢ for all i, then

A = c ∑ Jᵢ = 0.

With four legs, however, A can vanish although neither the charge ratios nor the current ratios all agree. Take

x = (1, 1, −1, −1), Q = (1, −1, 0, 0), J = (1, 1, −2, 0).

All three sums vanish and A = 1 − 1 = 0, yet the charge ratios are 1, −1, 0, 0 and the current ratios are 1, 1, 2, 0.

## Without current conservation

Suppose ∑ Jᵢ = 0 is given up. Over the rationals, let

x = (1, 1, −2), Q = (1, 1, −2), J = (1, 0, 0).

All charge ratios equal 1, so the factorised expression is zero, but A = 1. For a photon, such a J would mean k·ε ≠ 0, so the polarisation would not be transverse.

## Reading the Lean statements

`radiationAmplitude Q J x` is A, with the legs indexed by a finite type `ι`. The hypotheses `hx`, `sx`, `sQ` and `sJ` say that no denominator vanishes and that the denominators, charges and current factors each sum to zero. `three_leg_factorization` and `three_leg_zero_iff` specialise to `Fin 3`. In these algebraic theorems J is arbitrary, so the current sum rule is an assumption.

For photons, `mdot` is the Minkowski product and `photonAmplitude` inserts pᵢ·ε and pᵢ·k. In `photon_zero_iff` the two sum rules for J and x are derived from `hp` (momentum conservation), `hk` (lightlike photon) and `hε` (transversality). The condition `hx` excludes kinematic points where a propagator diverges, such as emission collinear with a massless leg. Mass-shell conditions are not imposed.

The amplitude formula itself is a definition, not derived from Feynman rules. Spin terms in the current, loops and complex polarisation vectors do not enter the photon theorems. The radiation zeros known for processes with W bosons involve particles with spin, and applying the algebraic result there would first require showing that their current factors sum to zero.

`photon_zero_witness` supplies concrete kinematics: two incoming legs, one outgoing leg and a photon. The denominators are (2, 1, −3). Signed charges (2, 1, −3) therefore give zero, while (1, 1, −2) give 1/6.

## The complete file

```lean
import Mathlib

open Finset

namespace RadiationZero

noncomputable section

variable {K ι : Type*} [Field K] [Fintype ι]

/-- The single-photon amplitude `∑ Q_i J_i / x_i`, with charge `Q i`, current factor `J i`
and propagator denominator `x i` on leg `i`. -/
def radiationAmplitude (Q J x : ι → K) : K := ∑ i, Q i * J i / x i

/-- When charges, current factors and denominators each sum to zero, the ratios `Q_i/x_i` and
`J_i/x_i` may be shifted by arbitrary constants without changing the amplitude. -/
theorem amplitude_shift (Q J x : ι → K) (hx : ∀ i, x i ≠ 0)
    (sx : ∑ i, x i = 0) (sQ : ∑ i, Q i = 0) (sJ : ∑ i, J i = 0) (a b : K) :
    ∑ i, x i * (Q i / x i - a) * (J i / x i - b) = radiationAmplitude Q J x := by
  have h : ∀ i, x i * (Q i / x i - a) * (J i / x i - b)
      = Q i * J i / x i - b * Q i - a * J i + (a * b) * x i := by
    intro i
    have hi := hx i
    field_simp
    ring
  -- each shift multiplies a conserved sum
  rw [Finset.sum_congr rfl (fun i _ => h i), Finset.sum_add_distrib,
    Finset.sum_sub_distrib, Finset.sum_sub_distrib, ← Finset.mul_sum, ← Finset.mul_sum,
    ← Finset.mul_sum, sx, sQ, sJ]
  unfold radiationAmplitude
  ring

/-- When charges, current factors and nonzero denominators each sum to zero over three legs, the
amplitude is `x 0` times a difference of charge ratios times a difference of current ratios. -/
theorem three_leg_factorization (Q J x : Fin 3 → K) (hx : ∀ i, x i ≠ 0)
    (sx : ∑ i, x i = 0) (sQ : ∑ i, Q i = 0) (sJ : ∑ i, J i = 0) :
    radiationAmplitude Q J x
      = (Q 0 / x 0 - Q 2 / x 2) * x 0 * (J 0 / x 0 - J 1 / x 1) := by
  -- these shifts remove the terms of the second and third legs
  rw [← amplitude_shift Q J x hx sx sQ sJ (Q 2 / x 2) (J 1 / x 1), Fin.sum_univ_three,
    sub_self, sub_self]
  ring

/-- If two of three ratios agree, and numerators and denominators each sum to zero, the third
ratio agrees with them. -/
theorem third_ratio {a b c u v w : K} (hu : u ≠ 0) (hv : v ≠ 0) (hw : w ≠ 0)
    (h1 : u + v + w = 0) (h2 : a + b + c = 0) (h : a / u = b / v) : c / w = a / u := by
  rw [div_eq_div_iff hu hv] at h
  rw [div_eq_div_iff hw hu]
  linear_combination u * h2 - a * h1 + h

/-- When charges, current factors and nonzero denominators each sum to zero over three legs, the
amplitude vanishes exactly when all charge ratios `Q_i/x_i` agree or all current ratios `J_i/x_i`
agree. -/
theorem three_leg_zero_iff (Q J x : Fin 3 → K) (hx : ∀ i, x i ≠ 0)
    (sx : ∑ i, x i = 0) (sQ : ∑ i, Q i = 0) (sJ : ∑ i, J i = 0) :
    radiationAmplitude Q J x = 0 ↔
      (∀ i, Q i / x i = Q 0 / x 0) ∨ (∀ i, J i / x i = J 0 / x 0) := by
  rw [three_leg_factorization Q J x hx sx sQ sJ]
  rw [Fin.sum_univ_three] at sx sQ sJ
  constructor
  · intro h
    rcases mul_eq_zero.mp h with h | h
    · have h02 := sub_eq_zero.mp ((mul_eq_zero.mp h).resolve_right (hx 0))
      have h1 : Q 1 / x 1 = Q 0 / x 0 :=
        third_ratio (hx 0) (hx 2) (hx 1) (by linear_combination sx)
          (by linear_combination sQ) h02
      left
      intro i
      fin_cases i
      exacts [rfl, h1, h02.symm]
    · have h01 := sub_eq_zero.mp h
      have h2 : J 2 / x 2 = J 0 / x 0 := third_ratio (hx 0) (hx 1) (hx 2) sx sJ h01
      right
      intro i
      fin_cases i
      exacts [rfl, h01.symm, h2]
  · rintro (h | h)
    · rw [h 2, sub_self, zero_mul, zero_mul]
    · rw [h 1, sub_self, mul_zero]

/-- For any number of legs, the amplitude vanishes when every charge is the same multiple of its
denominator and the current factors sum to zero. -/
theorem radiation_zero (Q J x : ι → K) (c : K) (hx : ∀ i, x i ≠ 0)
    (hQ : ∀ i, Q i = c * x i) (sJ : ∑ i, J i = 0) : radiationAmplitude Q J x = 0 := by
  have h : ∀ i, Q i * J i / x i = c * J i := by
    intro i
    rw [hQ i, div_eq_iff (hx i)]
    ring
  unfold radiationAmplitude
  rw [Finset.sum_congr rfl (fun i _ => h i), ← Finset.mul_sum, sJ, mul_zero]

/-- A four-leg amplitude obeying all three sum rules can vanish although neither the charge
ratios nor the current ratios all agree. -/
theorem four_leg_accidental_zero (Q J x : Fin 4 → ℚ) (hQ : Q = ![1, -1, 0, 0])
    (hJ : J = ![1, 1, -2, 0]) (hx : x = ![1, 1, -1, -1]) :
    ∑ i, x i = 0 ∧ ∑ i, Q i = 0 ∧ ∑ i, J i = 0 ∧ radiationAmplitude Q J x = 0 ∧
      Q 1 / x 1 ≠ Q 0 / x 0 ∧ J 2 / x 2 ≠ J 0 / x 0 := by
  subst hQ hJ hx
  refine ⟨?_, ?_, ?_, ?_, ?_, ?_⟩
  · rw [Fin.sum_univ_four]
    change (1 : ℚ) + 1 + (-1) + (-1) = 0
    norm_num
  · rw [Fin.sum_univ_four]
    change (1 : ℚ) + (-1) + 0 + 0 = 0
    norm_num
  · rw [Fin.sum_univ_four]
    change (1 : ℚ) + 1 + (-2) + 0 = 0
    norm_num
  · unfold radiationAmplitude
    rw [Fin.sum_univ_four]
    change (1 : ℚ) * 1 / 1 + (-1) * 1 / 1 + 0 * (-2) / (-1) + 0 * 0 / (-1) = 0
    norm_num
  · change (-1 : ℚ) / 1 ≠ 1 / 1
    norm_num
  · change (-2 : ℚ) / (-1) ≠ 1 / 1
    norm_num

/-- The Minkowski product of two four-vectors, with signature `(+,-,-,-)`. -/
def mdot (p q : Fin 4 → ℝ) : ℝ := p 0 * q 0 - p 1 * q 1 - p 2 * q 2 - p 3 * q 3

/-- The amplitude `∑ Q_i (p_i·ε)/(p_i·k)` for a photon of momentum `k` and real polarisation `ε`,
with signed charges and momenta on the legs. -/
def photonAmplitude (Q : ι → ℝ) (p : ι → Fin 4 → ℝ) (k ε : Fin 4 → ℝ) : ℝ :=
  radiationAmplitude Q (fun i => mdot (p i) ε) (fun i => mdot (p i) k)

/-- Charge conservation makes the photon amplitude unchanged when a multiple of the photon
momentum is added to the polarisation. -/
theorem photon_gauge_invariance (Q : ι → ℝ) (p : ι → Fin 4 → ℝ) (k ε : Fin 4 → ℝ) (t : ℝ)
    (hx : ∀ i, mdot (p i) k ≠ 0) (sQ : ∑ i, Q i = 0) :
    photonAmplitude Q p k (ε + t • k) = photonAmplitude Q p k ε := by
  have h : ∀ i, Q i * mdot (p i) (ε + t • k) / mdot (p i) k
      = Q i * mdot (p i) ε / mdot (p i) k + t * Q i := by
    intro i
    have e : mdot (p i) (ε + t • k) = mdot (p i) ε + t * mdot (p i) k := by
      simp only [mdot, Pi.add_apply, Pi.smul_apply, smul_eq_mul]
      ring
    rw [e, div_add' _ _ _ (hx i)]
    ring
  unfold photonAmplitude radiationAmplitude
  rw [Finset.sum_congr rfl (fun i _ => h i), Finset.sum_add_distrib, ← Finset.mul_sum, sQ,
    mul_zero, add_zero]

/-- For a lightlike, transverse photon and conserved charge and momentum, the three-leg photon
amplitude vanishes exactly when all `Q_i/(p_i·k)` agree or all `(p_i·ε)/(p_i·k)` agree. -/
theorem photon_zero_iff (Q : Fin 3 → ℝ) (p : Fin 3 → Fin 4 → ℝ) (k ε : Fin 4 → ℝ)
    (hp : ∑ i, p i = k) (hk : mdot k k = 0) (hε : mdot k ε = 0)
    (hx : ∀ i, mdot (p i) k ≠ 0) (sQ : ∑ i, Q i = 0) :
    photonAmplitude Q p k ε = 0 ↔
      (∀ i, Q i / mdot (p i) k = Q 0 / mdot (p 0) k) ∨
      (∀ i, mdot (p i) ε / mdot (p i) k = mdot (p 0) ε / mdot (p 0) k) := by
  -- momentum conservation turns each sum of products into a product with k
  have hs : ∀ v, ∑ i, mdot (p i) v = mdot k v := by
    intro v
    rw [← hp]
    simp only [mdot, Fin.sum_univ_three, Pi.add_apply]
    ring
  exact three_leg_zero_iff Q _ _ hx ((hs k).trans hk) sQ ((hs ε).trans hε)

/-- Explicit momenta, photon and polarisation satisfy the kinematic conditions; charges
`(2, 1, -3)` give a vanishing amplitude and charges `(1, 1, -2)` give `1/6`. -/
theorem photon_zero_witness (p : Fin 3 → Fin 4 → ℝ) (k ε : Fin 4 → ℝ)
    (hp : p = ![![2, 1, 0, 0], ![1, 0, 0, 0], ![-2, -1, 0, 1]])
    (hk : k = ![1, 0, 0, 1]) (hε : ε = ![0, 1, 0, 0]) :
    ∑ i, p i = k ∧ mdot k k = 0 ∧ mdot k ε = 0 ∧ (∀ i, mdot (p i) k ≠ 0) ∧
      photonAmplitude ![2, 1, -3] p k ε = 0 ∧
      photonAmplitude ![1, 1, -2] p k ε = 1 / 6 := by
  subst hp hk hε
  -- the Minkowski product in components
  have m : ∀ a b c d a' b' c' d' : ℝ, mdot ![a, b, c, d] ![a', b', c', d']
      = a * a' - b * b' - c * c' - d * d' := by
    intros
    rfl
  refine ⟨?_, ?_, ?_, ?_, ?_, ?_⟩
  · ext j
    rw [Finset.sum_apply, Fin.sum_univ_three]
    fin_cases j
    · change (2 : ℝ) + 1 + (-2) = 1
      norm_num
    · change (1 : ℝ) + 0 + (-1) = 0
      norm_num
    · change (0 : ℝ) + 0 + 0 = 0
      norm_num
    · change (0 : ℝ) + 0 + 1 = 1
      norm_num
  · rw [m]
    norm_num
  · rw [m]
    norm_num
  · intro i
    fin_cases i
    · change mdot ![2, 1, 0, 0] ![1, 0, 0, 1] ≠ 0
      rw [m]
      norm_num
    · change mdot ![1, 0, 0, 0] ![1, 0, 0, 1] ≠ 0
      rw [m]
      norm_num
    · change mdot ![-2, -1, 0, 1] ![1, 0, 0, 1] ≠ 0
      rw [m]
      norm_num
  · unfold photonAmplitude radiationAmplitude
    rw [Fin.sum_univ_three]
    change (2 : ℝ) * mdot ![2, 1, 0, 0] ![0, 1, 0, 0] / mdot ![2, 1, 0, 0] ![1, 0, 0, 1]
      + 1 * mdot ![1, 0, 0, 0] ![0, 1, 0, 0] / mdot ![1, 0, 0, 0] ![1, 0, 0, 1]
      + (-3) * mdot ![-2, -1, 0, 1] ![0, 1, 0, 0] / mdot ![-2, -1, 0, 1] ![1, 0, 0, 1] = 0
    simp only [m]
    norm_num
  · unfold photonAmplitude radiationAmplitude
    rw [Fin.sum_univ_three]
    change (1 : ℝ) * mdot ![2, 1, 0, 0] ![0, 1, 0, 0] / mdot ![2, 1, 0, 0] ![1, 0, 0, 1]
      + 1 * mdot ![1, 0, 0, 0] ![0, 1, 0, 0] / mdot ![1, 0, 0, 0] ![1, 0, 0, 1]
      + (-2) * mdot ![-2, -1, 0, 1] ![0, 1, 0, 0] / mdot ![-2, -1, 0, 1] ![1, 0, 0, 1] = 1 / 6
    simp only [m]
    norm_num

end

end RadiationZero
```

```lean
#print axioms RadiationZero.three_leg_factorization
#print axioms RadiationZero.four_leg_accidental_zero
#print axioms RadiationZero.photon_gauge_invariance
#print axioms RadiationZero.photon_zero_iff
```

```
'RadiationZero.three_leg_factorization' depends on axioms: [propext, Classical.choice, Quot.sound]
'RadiationZero.four_leg_accidental_zero' depends on axioms: [propext, Classical.choice, Quot.sound]
'RadiationZero.photon_gauge_invariance' depends on axioms: [propext, Classical.choice, Quot.sound]
'RadiationZero.photon_zero_iff' depends on axioms: [propext, Classical.choice, Quot.sound]
```

## From the shift to the zero criterion

`amplitude_shift` first proves the one-term expansion as `h`, where `field_simp` clears the denominator and `ring` compares the polynomials. The sum is then split, the constants are pulled out, and `sx`, `sQ` and `sJ` remove the three extra sums.

`third_ratio` is the step from two equal ratios to three. After cross-multiplication the goal is c u = a w, and the hypothesis reads a v = b u. The `linear_combination` line names the multiples of the hypotheses that add up to the goal.

`three_leg_zero_iff` rewrites the amplitude in factorised form and splits the product with `mul_eq_zero`, using `hx 0` to exclude x₀ = 0. Each remaining factor gives one equality of ratios, and `third_ratio` provides the other. In the converse direction, the assumed equality turns one difference into zero.

`radiation_zero` replaces each term by c Jᵢ and uses `sJ`. `four_leg_accidental_zero` evaluates the four-leg example. `photon_gauge_invariance` carries out the shift of ε leg by leg. In `photon_zero_iff`, the auxiliary statement `hs` says that ∑ pᵢ·v = k·v for every v; taking v = k and v = ε gives the two sum rules, and the algebraic criterion applies. The final theorem checks its conditions and both amplitudes by components.

## Rewriting from right to left

The factorisation turns on `rw [← amplitude_shift ...]`. The arrow makes Lean replace the right-hand side of the shift identity by its left-hand side: the compact amplitude becomes a longer sum containing a and b.

These constants are absent from `radiationAmplitude Q J x`, so matching that expression cannot determine them. The proof therefore passes `(Q 2 / x 2)` and `(J 1 / x 1)` explicitly, exactly the choice made in the derivation. After `Fin.sum_univ_three` writes out the three terms, the two uses of `sub_self` turn the matching differences on legs 1 and 2 into zeros, and `ring` identifies the surviving term with the stated product.
